# Singlets of 2n spins 1/2 keep the full entropy per spin in the limit, while their share of the states vanishes

Among $2n$ spins 1/2 the number of linearly independent singlets is the Catalan number $\mathrm{Cat}(n)=\frac{1}{n+1}\binom{2n}{n}$, and as $n\to\infty$

$$\frac{\log \mathrm{Cat}(n)}{2n}\to\log 2,\qquad \frac{\mathrm{Cat}(n)}{4^n}\to 0 .$$

More generally, let $D$ be the number of independent states of a fixed total spin among $N$ spins 1/2. Then $\log D/N\to\log2$ and $D/2^N\to0$ as $N$ grows through even values for integer total spin and through odd values for half-integer total spin. Singlets are the case of spin zero. Entropy here means the logarithm of the number of states, in units of $k_B$: the entropy of an equal mixture of all states in the sector. For exact diagonalisation of a spin-1/2 model that conserves the total spin, this counting shows that restriction to one value of the total spin, kept the same as the number of spins grows, shrinks the basis by at most a polynomial factor, so the exponential growth remains.

```lean
import Mathlib

open Filter Topology

namespace SingletSectorEntropy
```

## Counting multiplets by coupling one spin at a time

Label the total spin by the integer $d$, so that its value is $d/2$. Let $m(N,d)$ be the number of multiplets of that spin among $N$ spins 1/2. No spins give one singlet. A further spin 1/2 raises or lowers the total spin by 1/2, except that spin zero can only be raised:

$$m(N+1,0)=m(N,1),\qquad m(N+1,d+1)=m(N,d)+m(N,d+2).$$

In the code $m$ is `spinMult`. This branching rule is the physical input, taken as the definition; the file constructs neither the Hilbert space nor the operator $S^2$.

```lean
/-- Number of multiplets of total spin `d/2` among `N` spins 1/2, built up by coupling
one spin at a time: each new spin 1/2 raises or lowers the total spin by 1/2. -/
def spinMult : ℕ → ℕ → ℕ
  | 0, 0 => 1
  | 0, _ + 1 => 0
  | N + 1, 0 => spinMult N 1
  | N + 1, d + 1 => spinMult N d + spinMult N (d + 2)
```

A multiplet of spin $d/2$ has $d+1$ magnetic states, so the sector contains $D(N,d)=(d+1)\,m(N,d)$ states. This is `sectorDim`, a natural number like $m$.

```lean
/-- Number of independent states of total spin `d/2` among `N` spins 1/2:
each multiplet contributes `d + 1` states. -/
def sectorDim (N d : ℕ) : ℕ := (d + 1) * spinMult N d
```

## (a) The total spin is at most N/2

**Task.** Show that $m(N,d)=0$ for $d>N$.

**Solution.** For $N=0$ this is the starting condition. If it holds for $N$ and $d+1>N+1$, then $d$ and $d+2$ both exceed $N$, so both terms of the branching rule vanish. The Lean induction leaves `d` general because the step uses two different spins.

```lean
/-- The total spin of `N` spins 1/2 never exceeds `N/2`. -/
theorem spinMult_eq_zero (N d : ℕ) (h : N < d) : spinMult N d = 0 := by
  induction N generalizing d with
  | zero =>
    cases d with
    | zero => omega
    | succ e => simp [spinMult]
  | succ N ih =>
    cases d with
    | zero => omega
    | succ e => simp [spinMult, ih e (by omega), ih (e + 2) (by omega)]
```

## (b) The sectors add up to 2^N states

**Task.** Show that $\sum_{d=0}^{N}D(N,d)=2^N$.

**Solution.** For $N=0$ the sum is 1. When a spin is added, a multiplet labelled $d$ produces one multiplet with $d+2$ states and, if $d>0$, one with $d$ states. Together these are $2(d+1)$ states, which is also right for $d=0$. The total therefore doubles.

In Lean, `h6` and `h7` split the new sum into raised and lowered parts, `h` shifts the index of the lowered part, using (a) at the upper end, and `h5` adds $(d+2)+d=2(d+1)$.

```lean
/-- The sectors of all total spins together contain the `2 ^ N` states of `N` spins 1/2. -/
theorem sum_sectorDim (N : ℕ) :
    ∑ d ∈ Finset.range (N + 1), sectorDim N d = 2 ^ N := by
  induction N with
  | zero => simp [sectorDim, spinMult]
  | succ N ih =>
    -- shift the summation index in the part where the new spin lowers the total spin
    have h : ∑ d ∈ Finset.range (N + 1), (d + 2) * spinMult N (d + 2) + spinMult N 1
        = ∑ d ∈ Finset.range (N + 1), d * spinMult N d := by
      have h1 := Finset.sum_range_succ' (fun d => d * spinMult N d) (N + 2)
      have h2 := Finset.sum_range_succ' (fun d => (d + 1) * spinMult N (d + 1)) (N + 1)
      have h3 := Finset.sum_range_succ (fun d => d * spinMult N d) (N + 2)
      have h4 := Finset.sum_range_succ (fun d => d * spinMult N d) (N + 1)
      have z1 := spinMult_eq_zero N (N + 1) (by omega)
      have z2 := spinMult_eq_zero N (N + 2) (by omega)
      simp only [z1, z2, mul_zero, zero_mul, add_zero, zero_add, one_mul, add_assoc,
        Nat.reduceAdd] at h1 h2 h3 h4
      linarith
    have h5 : ∑ d ∈ Finset.range (N + 1), (d + 2) * spinMult N d
        + ∑ d ∈ Finset.range (N + 1), d * spinMult N d
        = 2 * ∑ d ∈ Finset.range (N + 1), sectorDim N d := by
      rw [← Finset.sum_add_distrib, Finset.mul_sum]
      refine Finset.sum_congr rfl fun d _ => ?_
      simp only [sectorDim]
      ring
    have h6 : ∑ d ∈ Finset.range (N + 1), sectorDim (N + 1) (d + 1)
        = ∑ d ∈ Finset.range (N + 1), (d + 2) * spinMult N d
        + ∑ d ∈ Finset.range (N + 1), (d + 2) * spinMult N (d + 2) := by
      rw [← Finset.sum_add_distrib]
      refine Finset.sum_congr rfl fun d _ => ?_
      simp only [sectorDim, spinMult]
      ring
    have h7 : sectorDim (N + 1) 0 = spinMult N 1 := by simp [sectorDim, spinMult]
    rw [Finset.sum_range_succ', h6, h7, pow_succ]
    rw [ih] at h5
    linarith
```

## (c) Multiplets as a difference of two binomial coefficients

**Task.** For $N=d+2k$, show that
$$m(N,d)=\binom{N}{k+d}-\binom{N}{k+d+1}.$$

**Solution.** A product state with $k+d$ spins up has $M=d/2$; one more spin up gives $M=d/2+1$. Every multiplet of spin at least $d/2$ contains one state with $M=d/2$, and all of them except those of spin exactly $d/2$ contain one with $M=d/2+1$. The difference counts the multiplets sought.

The file derives the same formula from the branching rule by induction on $N$. For nonzero spin, written $d+1$, with $N=d+2k$,

$$\begin{aligned}m(N+1,d+1)&=\left[\binom{N}{k+d}-\binom{N}{k+d+1}\right]+\left[\binom{N}{k+d+1}-\binom{N}{k+d+2}\right]\\&=\binom{N+1}{k+d+1}-\binom{N+1}{k+d+2},\end{aligned}$$

by Pascal's rule. If $k=0$, the second bracket is zero, in agreement with (a).

For spin zero, put $k=j+1$ and $N=2j+1$. Then $m(N+1,0)=m(N,1)=\binom{N}{j+1}-\binom{N}{j+2}$. Reversing all spins gives $\binom{N}{j+1}=\binom{N}{j}$, and Pascal's rule turns $\binom{N}{j}-\binom{N}{j+2}$ into $\binom{N+1}{j+1}-\binom{N+1}{j+2}$.

The Lean statement moves the subtracted term to the left, which avoids subtraction of natural numbers. `p1` and `p2` are the two uses of Pascal's rule, and `omega` combines the linear relations. In the comment above the theorem $j$ stands for the spin $d/2$; in the proof, as in the text here, it is the integer $k-1$.

```lean
/-- Multiplets of spin `j = d/2` are counted by the product states with magnetic quantum
number `M = j` less those with `M = j + 1`. -/
theorem spinMult_add_choose (N d k : ℕ) (h : N = d + 2 * k) :
    spinMult N d + N.choose (k + d + 1) = N.choose (k + d) := by
  induction N generalizing d k with
  | zero =>
    obtain rfl : d = 0 := by omega
    obtain rfl : k = 0 := by omega
    simp [spinMult]
  | succ N ih =>
    cases d with
    | zero =>
      obtain ⟨j, rfl⟩ : ∃ j, k = j + 1 := ⟨k - 1, by omega⟩
      have hN : N = 2 * j + 1 := by omega
      have h1 := ih 1 j (by omega)
      -- reversing all spins exchanges M = 1/2 and M = -1/2
      have hs : N.choose (j + 1) = N.choose j := by
        rw [hN]
        exact Nat.choose_symm_half j
      have p1 := Nat.choose_succ_succ' N j
      have p2 := Nat.choose_succ_succ' N (j + 1)
      simp only [spinMult, add_zero]
      omega
    | succ d =>
      have h1 := ih d k (by omega)
      have h2 : spinMult N (d + 2) + N.choose (k + d + 1 + 1) = N.choose (k + d + 1) := by
        cases k with
        | zero =>
          have a := spinMult_eq_zero N (d + 2) (by omega)
          have b := Nat.choose_eq_zero_of_lt (show N < 0 + d + 1 + 1 by omega)
          have c := Nat.choose_eq_zero_of_lt (show N < 0 + d + 1 by omega)
          rw [a, b, c]
        | succ j =>
          have := ih (d + 2) j (by omega)
          rw [show j + 1 + d + 1 = j + (d + 2) by omega]
          exact this
      have p1 := Nat.choose_succ_succ' N (k + d)
      have p2 := Nat.choose_succ_succ' N (k + d + 1)
      rw [spinMult, ← add_assoc k d 1]
      omega
```

## (d) A closed form for the sector dimension

**Task.** Show that $(d+k+1)\,D(d+2k,d)=(d+1)^2\binom{d+2k}{k}$.

**Solution.** With $N=d+2k$, neighbouring binomial coefficients obey
$$(k+d+1)\binom{N}{k+d+1}=k\binom{N}{k+d},$$
and $\binom{N}{k+d}=\binom{N}{k}$. Multiplying (c) by $d+k+1$ gives
$$(d+k+1)\,m(N,d)=(d+k+1-k)\binom{N}{k}=(d+1)\binom{N}{k}.$$
A further factor $d+1$ completes the proof. Lean passes to the integers with `zify`, and `linear_combination` carries out this elimination.

```lean
/-- Closed form for the number of states of total spin `d/2` among `d + 2k` spins 1/2. -/
theorem sectorDim_mul (d k : ℕ) :
    (d + k + 1) * sectorDim (d + 2 * k) d = (d + 1) ^ 2 * (d + 2 * k).choose k := by
  have h := spinMult_add_choose (d + 2 * k) d k rfl
  have c := Nat.choose_succ_right_eq (d + 2 * k) (k + d)
  rw [show d + 2 * k - (k + d) = k by omega] at c
  have s : (d + 2 * k).choose (k + d) = (d + 2 * k).choose k :=
    Nat.choose_symm_of_eq_add (by omega)
  rw [s] at h c
  unfold sectorDim
  zify at h c ⊢
  linear_combination ((d : ℤ) + 1) * (d + k + 1) * h - ((d : ℤ) + 1) * c
```

## (e) Singlets are counted by Catalan numbers

**Task.** Show that $D(2n,0)=\mathrm{Cat}(n)$.

**Solution.** Setting $d=0$ and $k=n$ in (d) gives $(n+1)D(2n,0)=\binom{2n}{n}$, and $(n+1)\,\mathrm{Cat}(n)$ has the same value. Cancel $n+1$.

For $n=0,1,2$ the numbers are $1,1,2$. For $n\ge1$, taking all $\binom{2n}{n}$ states with $M=0$ for singlets would overcount: two spins have two such states, but one combination belongs to the triplet.

```lean
/-- The number of singlets of `2n` spins 1/2 is the `n`-th Catalan number. -/
theorem sectorDim_singlet (n : ℕ) : sectorDim (2 * n) 0 = catalan n := by
  have h := sectorDim_mul 0 n
  have c := succ_mul_catalan_eq_centralBinom n
  rw [Nat.centralBinom_eq_two_mul_choose] at c
  simp only [zero_add, one_pow, one_mul] at h
  exact Nat.eq_of_mul_eq_mul_left n.succ_pos (h.trans c.symm)
```

## (f) Fixing the spin costs at most a polynomial factor

**Task.** For $N=d+2k$, show that $2^N\le 2^{d+1}(N+1)^2D(N,d)$.

**Solution.** For $k\ge1$, the two outer terms of $4^k=\sum_i\binom{2k}{i}$ add to $2\le\binom{2k}{k}$, and each of the other $2k-1$ terms is at most $\binom{2k}{k}$. Hence $4^k\le 2k\binom{2k}{k}$, and $4^k\le2(k+1)\binom{2k}{k}$ also holds at $k=0$. Since (d) gives $\binom{2k}{k}\le\binom{N}{k}\le(d+k+1)D(N,d)$,

$$2^N=2^d4^k\le2^{d+1}(k+1)(d+k+1)D(N,d)\le2^{d+1}(N+1)^2D(N,d).$$

The central binomial estimate comes from Mathlib; `h4`, `hm` and `h5` are the three inequalities, and the `calc` block chains them.

```lean
/-- At fixed total spin `d/2`, the sector is smaller than the full state space of
`N = d + 2k` spins by at most a factor quadratic in `N`. -/
theorem two_pow_le_sectorDim (d k : ℕ) :
    2 ^ (d + 2 * k) ≤ 2 ^ (d + 1) * (d + 2 * k + 1) ^ 2 * sectorDim (d + 2 * k) d := by
  have h4 : 4 ^ k ≤ 2 * (k + 1) * (2 * k).choose k := by
    rcases Nat.eq_zero_or_pos k with rfl | hk
    · simp
    · have := Nat.four_pow_le_two_mul_self_mul_centralBinom k hk
      rw [Nat.centralBinom_eq_two_mul_choose] at this
      exact this.trans (Nat.mul_le_mul_right _ (by omega))
  have hm : (2 * k).choose k ≤ (d + 2 * k).choose k := Nat.choose_le_choose k (by omega)
  have h5 : (d + 2 * k).choose k ≤ (d + k + 1) * sectorDim (d + 2 * k) d := by
    rw [sectorDim_mul]
    exact Nat.le_mul_of_pos_left _ (by positivity)
  calc 2 ^ (d + 2 * k) = 2 ^ d * 4 ^ k := by rw [pow_add, pow_mul]; norm_num
    _ ≤ 2 ^ d * (2 * (k + 1) * ((d + k + 1) * sectorDim (d + 2 * k) d)) :=
        Nat.mul_le_mul_left _ (h4.trans (Nat.mul_le_mul_left _ (hm.trans h5)))
    _ = 2 ^ (d + 1) * ((k + 1) * (d + k + 1)) * sectorDim (d + 2 * k) d := by ring
    _ ≤ _ := Nat.mul_le_mul_right _ (Nat.mul_le_mul_left _ (by
        rw [sq]
        exact Nat.mul_le_mul (by omega) (by omega)))
```

## (g) The share of a fixed-spin sector vanishes

**Task.** Show that $D(d+2k,d)/2^{d+2k}\to0$ as $k\to\infty$ at fixed $d$.

**Solution.** By (d) and $\binom{N}{k}\le2^N$,
$$(k+1)D(N,d)\le(d+1)^2\binom{N}{k}\le(d+1)^2\,2^N.$$
The share is therefore at most $(d+1)^2/(k+1)$, and `squeeze_zero` finishes the argument.

In the statement, `Tendsto … atTop (𝓝 0)` means convergence to 0 as `k` grows. Spins are added in pairs because $N$ and $d$ must have the same parity. The total spin stays fixed; a spin growing in proportion to $N$ is not covered.

```lean
/-- The share of states with fixed total spin `d/2` vanishes as the number of spins grows. -/
theorem sector_share_tendsto (d : ℕ) :
    Tendsto (fun k : ℕ => (sectorDim (d + 2 * k) d : ℝ) / 2 ^ (d + 2 * k)) atTop (𝓝 0) := by
  have g : Tendsto (fun k : ℕ => ((d : ℝ) + 1) ^ 2 / ((k : ℝ) + 1)) atTop (𝓝 0) :=
    tendsto_const_nhds.div_atTop
      (tendsto_atTop_add_const_right _ _ tendsto_natCast_atTop_atTop)
  refine squeeze_zero (fun k => by positivity) (fun k => ?_) g
  rw [div_le_div_iff₀ (by positivity) (by positivity)]
  have h : sectorDim (d + 2 * k) d * (k + 1) ≤ (d + 1) ^ 2 * 2 ^ (d + 2 * k) := by
    calc sectorDim (d + 2 * k) d * (k + 1)
        ≤ (d + k + 1) * sectorDim (d + 2 * k) d := by
          rw [mul_comm]
          exact Nat.mul_le_mul_right _ (by omega)
      _ = (d + 1) ^ 2 * (d + 2 * k).choose k := sectorDim_mul d k
      _ ≤ _ := Nat.mul_le_mul_left _ (by apply Nat.choose_le_two_pow)
  exact_mod_cast h
```

## (h) The entropy per spin tends to log 2

**Task.** Show that $\log D(N,d)/N\to\log2$ for $N=d+2k$ as $k\to\infty$ at fixed $d$.

**Solution.** By (b), $D(N,d)\le2^N$, so the entropy per spin is at most $\log2$. The logarithm of (f), divided by $N\ge1$, gives

$$\log2-\frac{(d+1)\log2}{N}-\frac{2\log(N+1)}{N}\le\frac{\log D(N,d)}{N}\le\log2.$$

Both corrections on the left tend to zero. In Lean, `hlow` is the limit of the lower bound, `hpos` ensures that the logarithm is taken of a positive number, and `key` performs the division by $N$. The last two blocks prove the lower and upper bounds for $k\ge1$.

```lean
/-- The entropy per spin of the sector of fixed total spin `d/2` tends to `log 2`
as the number of spins grows. -/
theorem sector_entropy_tendsto (d : ℕ) :
    Tendsto (fun k : ℕ => Real.log (sectorDim (d + 2 * k) d) / ((d + 2 * k : ℕ) : ℝ))
      atTop (𝓝 (Real.log 2)) := by
  have hN : Tendsto (fun k : ℕ => ((d + 2 * k : ℕ) : ℝ)) atTop atTop :=
    tendsto_natCast_atTop_atTop.comp (tendsto_atTop_mono
      (show ∀ k : ℕ, id k ≤ d + 2 * k from fun k => by simp only [id]; omega) tendsto_id)
  have hlog : Tendsto (fun k : ℕ => Real.log (((d + 2 * k : ℕ) : ℝ) + 1)
      / ((d + 2 * k : ℕ) : ℝ)) atTop (𝓝 0) := by
    have := (Real.tendsto_pow_log_div_mul_add_atTop 1 (-1) 1 one_ne_zero).comp
      (tendsto_atTop_add_const_right _ 1 hN)
    refine this.congr fun k => ?_
    simp only [Function.comp_apply, pow_one, one_mul, add_neg_cancel_right]
  -- the entropy deficit per spin is at most of order (log N) / N
  have hlow := ((tendsto_const_nhds (x := Real.log 2)).sub
    ((tendsto_const_nhds (x := ((d : ℝ) + 1) * Real.log 2)).div_atTop hN)).sub
    (hlog.const_mul 2)
  simp only [mul_zero, sub_zero] at hlow
  have hpos : ∀ k : ℕ, (0 : ℝ) < sectorDim (d + 2 * k) d := by
    intro k
    have h := two_pow_le_sectorDim d k
    have h2 : 0 < 2 ^ (d + 2 * k) := Nat.two_pow_pos _
    exact_mod_cast Nat.pos_of_mul_pos_left (h2.trans_le h)
  have key : ∀ x a b c L : ℝ, 0 < x → x * a ≤ b + 2 * c + L →
      a - b / x - 2 * (c / x) ≤ L / x := by
    intro x a b c L hx h
    rw [le_div_iff₀ hx]
    have e : (a - b / x - 2 * (c / x)) * x = a * x - b - 2 * c := by field_simp
    rw [e]
    linarith
  refine tendsto_of_tendsto_of_tendsto_of_le_of_le' hlow tendsto_const_nhds ?_ ?_
  · filter_upwards [eventually_ge_atTop 1] with k hk
    have hx : (0 : ℝ) < ((d + 2 * k : ℕ) : ℝ) := by exact_mod_cast (by omega : 0 < d + 2 * k)
    have hb : (2 : ℝ) ^ (d + 2 * k) ≤ 2 ^ (d + 1) * (((d + 2 * k : ℕ) : ℝ) + 1) ^ 2
        * sectorDim (d + 2 * k) d := by exact_mod_cast two_pow_le_sectorDim d k
    have hl := Real.log_le_log (by positivity) hb
    rw [Real.log_mul (by positivity) (hpos k).ne',
      Real.log_mul (by positivity) (by positivity)] at hl
    simp only [Real.log_pow] at hl
    exact key _ _ _ _ _ hx (by push_cast at hl ⊢; linarith)
  · filter_upwards [eventually_ge_atTop 1] with k hk
    have hx : (0 : ℝ) < ((d + 2 * k : ℕ) : ℝ) := by exact_mod_cast (by omega : 0 < d + 2 * k)
    -- a sector cannot hold more states than the whole space
    have hs : sectorDim (d + 2 * k) d ≤ 2 ^ (d + 2 * k) := by
      rw [← sum_sectorDim]
      exact Finset.single_le_sum (f := sectorDim (d + 2 * k)) (fun _ _ => Nat.zero_le _)
        (Finset.mem_range.2 (by omega))
    have hb : (sectorDim (d + 2 * k) d : ℝ) ≤ 2 ^ (d + 2 * k) := by exact_mod_cast hs
    have hl := Real.log_le_log (hpos k) hb
    rw [Real.log_pow] at hl
    rw [div_le_iff₀ hx]
    linarith
```

## (i) Both limits for singlets

**Task.** Deduce the two limits for $\mathrm{Cat}(n)$.

**Solution.** Put $d=0$ and $k=n$ in (g) and (h), replace $D(2n,0)$ by $\mathrm{Cat}(n)$ using (e), and write $2^{2n}=4^n$. The theorem joins the two limits by `∧`, and `congr` transfers each from the general sequence to the Catalan one.

The limits are compatible because the share falls only polynomially: its logarithm, divided by the number of spins, tends to zero.

```lean
/-- For the `catalan n` singlets of `2n` spins 1/2, the entropy per spin tends to `log 2`
while their share of the `4 ^ n` states tends to zero. -/
theorem singlet_entropy_and_share :
    Tendsto (fun n : ℕ => Real.log (catalan n) / (2 * (n : ℝ))) atTop (𝓝 (Real.log 2)) ∧
    Tendsto (fun n : ℕ => (catalan n : ℝ) / 4 ^ n) atTop (𝓝 0) := by
  constructor
  · refine (sector_entropy_tendsto 0).congr fun n => ?_
    simp only [zero_add, sectorDim_singlet, Nat.cast_mul, Nat.cast_ofNat]
  · refine (sector_share_tendsto 0).congr fun n => ?_
    rw [zero_add, sectorDim_singlet, pow_mul]
    norm_num

end SingletSectorEntropy
```

```lean
#print axioms SingletSectorEntropy.singlet_entropy_and_share
-- 'SingletSectorEntropy.singlet_entropy_and_share' depends on axioms: [propext, Classical.choice, Quot.sound]
```
